# The derivative of a coupling matrix between two propagators is set by the generator mismatch KC − AK

Let A and C be finite square complex matrices, possibly of different sizes, and let K be a constant rectangular matrix coupling the two spaces; neither generator need be Hermitian or anti-Hermitian. For real t and s, the lemma says that each entry of exp((t−s)A) K exp(sC) has as its derivative in s the corresponding entry of exp((t−s)A)(KC − AK)exp(sC). Moving the intermediate time thus brings out the mismatch between the two generators, as seen through K. The proof differentiates the factors entry by entry, applies the product rule twice, and uses a matrix identity `e` to bring the result to the stated form.

As first written in Lean, the proof fails:

```lean
import Mathlib

open Matrix
open NormedSpace (exp)

namespace VanLoanBlockFormula

noncomputable section

variable {n m : Type*} [Fintype n] [DecidableEq n] [Fintype m] [DecidableEq m]

/-- Each entry of the propagator `exp(tA)` obeys the linear evolution equation
with generator `A`. -/
theorem hasDerivAt_exp_entry (A : Matrix n n ℂ) (i j : n) (t : ℝ) :
    HasDerivAt (fun s : ℝ => exp (s • A) i j) ((A * exp (t • A)) i j) t := by
  -- any algebra norm will do; it is used only inside this proof
  let : NormedRing (Matrix n n ℂ) := Matrix.linftyOpNormedRing
  let : NormedAlgebra ℝ (Matrix n n ℂ) := Matrix.linftyOpNormedAlgebra
  have h : HasDerivAt (fun s : ℝ => exp (s • A)) (A * exp (t • A)) t := by
    exact hasDerivAt_exp_smul_const' A t
  exact (LinearMap.toContinuousLinearMap
    (Matrix.entryLinearMap ℝ ℂ i j)).hasFDerivAt.comp_hasDerivAt t h

/-- The product rule for the entries of a product of time-dependent rectangular matrices. -/
theorem hasDerivAt_mul_entry {a b c : Type*} [Fintype b]
    {F : ℝ → Matrix a b ℂ} {G : ℝ → Matrix b c ℂ} {F' : Matrix a b ℂ} {G' : Matrix b c ℂ}
    {s : ℝ} (hF : ∀ i j, HasDerivAt (fun r => F r i j) (F' i j) s)
    (hG : ∀ i j, HasDerivAt (fun r => G r i j) (G' i j) s) (i : a) (k : c) :
    HasDerivAt (fun r => (F r * G r) i k) ((F' * G s + F s * G') i k) s := by
  have h := HasDerivAt.fun_sum (u := Finset.univ)
    (fun j _ => (hF i j).fun_mul (hG j k))
  simpa only [Matrix.mul_apply, Matrix.add_apply, Finset.sum_add_distrib] using h

/-- Moving the intermediate time `s` in `exp((t-s)A) K exp(sC)` produces the mismatch
`KC - AK` between the two generators. -/
theorem hasDerivAt_sandwich (A : Matrix n n ℂ) (C : Matrix m m ℂ) (K : Matrix n m ℂ)
    (t s : ℝ) (i : n) (j : m) :
    HasDerivAt (fun r : ℝ => (exp ((t - r) • A) * K * exp (r • C)) i j)
      ((exp ((t - s) • A) * (K * C - A * K) * exp (s • C)) i j) s := by
  have hc : A * exp ((t - s) • A) = exp ((t - s) • A) * A :=
    ((Commute.refl A).smul_right (t - s)).exp_right.eq
  have hL : ∀ i j, HasDerivAt (fun r : ℝ => exp ((t - r) • A) i j)
      ((-(exp ((t - s) • A) * A)) i j) s := by
    intro i j
    have h := (hasDerivAt_exp_entry A i j (t - s)).scomp s ((hasDerivAt_id' s).const_sub t)
    refine h.congr_deriv ?_
    rw [hc]
    simp
  have hK : ∀ i j, HasDerivAt (fun _ : ℝ => K i j) ((0 : Matrix n m ℂ) i j) s :=
    fun i j => hasDerivAt_const s (K i j)
  have e : (-(exp ((t - s) • A) * A) * K + exp ((t - s) • A) * 0) * exp (s • C)
      + exp ((t - s) • A) * K * (C * exp (s • C))
      = exp ((t - s) • A) * (K * C - A * K) * exp (s • C) := by
    simp only [Matrix.mul_sub, Matrix.sub_mul, Matrix.neg_mul, Matrix.mul_zero, add_zero,
      Matrix.mul_assoc]
    abel
  rw [← e]
  exact hasDerivAt_mul_entry (F := fun r : ℝ => exp ((t - r) • A) * K)
    (G := fun r : ℝ => exp (r • C))
    (hasDerivAt_mul_entry (F := fun r : ℝ => exp ((t - r) • A)) (G := fun _ => K) hL hK)
    (fun i j => hasDerivAt_exp_entry C i j s) i j

end

end VanLoanBlockFormula
```

The error:

```
Main.lean:51:12: error(lean.synthInstanceFailed): failed to synthesize instance of type class
  HAdd (Matrix n m ℂ) (Matrix n n ℂ) ?m.340

Hint: Type class instance resolution failures can be inspected with the `set_option trace.Meta.synthInstance true` command.
Main.lean:51:11: error(lean.synthInstanceFailed): failed to synthesize instance of type class
  HAdd (Matrix m m ℂ) (Matrix n m ℂ) (Matrix n m ℂ)

Hint: Type class instance resolution failures can be inspected with the `set_option trace.Meta.synthInstance true` command.
Try this:
  [apply] abel_nf
Main.lean:53:61: error: unsolved goals
n : Type u_1
m : Type u_2
inst✝³ : Fintype n
inst✝² : DecidableEq n
inst✝¹ : Fintype m
inst✝ : DecidableEq m
A : Matrix n n ℂ
C : Matrix m m ℂ
K : Matrix n m ℂ
t s : ℝ
i : n
j : m
hc : A * exp ((t - s) • A) = exp ((t - s) • A) * A
hL : ∀ (i j : n), HasDerivAt (fun r => exp ((t - r) • A) i j) ((-(exp ((t - s) • A) * A)) i j) s
hK : ∀ (i : n) (j : m), HasDerivAt (fun x => K i j) (0 i j) s
⊢ Mathlib.Tactic.Abel.termg 1
      (Mathlib.Tactic.Abel.termg (-1) (exp ((t + -1 • s) • A) * (A * K)) (Mathlib.Tactic.Abel.termg 1 0 0) *
        exp (s • C))
      (exp ((t + -1 • s) • A) * (K * (C * exp (s • C)))) =
    exp ((t + -1 • s) • A) * (K * (C * exp (s • C))) + -1 • (exp ((t + -1 • s) • A) * (A * (K * exp (s • C))))
Main.lean:57:8: error(lean.unknownIdentifier): Unknown identifier `e`
Main.lean:39:69: error: unsolved goals
case refine_1
n : Type u_1
m : Type u_2
inst✝³ : Fintype n
inst✝² : DecidableEq n
inst✝¹ : Fintype m
inst✝ : DecidableEq m
A : Matrix n n ℂ
C : Matrix m m ℂ
K : Matrix n m ℂ
t s : ℝ
i : n
j : m
hc : A * exp ((t - s) • A) = exp ((t - s) • A) * A
hL : ∀ (i j : n), HasDerivAt (fun r => exp ((t - r) • A) i j) ((-(exp ((t - s) • A) * A)) i j) s
hK : ∀ (i : n) (j : m), HasDerivAt (fun x => K i j) (0 i j) s
⊢ HAdd (Matrix n m ℂ) (Matrix n n ℂ) (Matrix m m ℂ)

case refine_2
n : Type u_1
m : Type u_2
inst✝³ : Fintype n
inst✝² : DecidableEq n
inst✝¹ : Fintype m
inst✝ : DecidableEq m
A : Matrix n n ℂ
C : Matrix m m ℂ
K : Matrix n m ℂ
t s : ℝ
i : n
j : m
hc : A * exp ((t - s) • A) = exp ((t - s) • A) * A
hL : ∀ (i j : n), HasDerivAt (fun r => exp ((t - r) • A) i j) ((-(exp ((t - s) • A) * A)) i j) s
hK : ∀ (i : n) (j : m), HasDerivAt (fun x => K i j) (0 i j) s
⊢ HAdd (Matrix m m ℂ) (Matrix n m ℂ) (Matrix n m ℂ)

case refine_3
n : Type u_1
m : Type u_2
inst✝³ : Fintype n
inst✝² : DecidableEq n
inst✝¹ : Fintype m
inst✝ : DecidableEq m
A : Matrix n n ℂ
C : Matrix m m ℂ
K : Matrix n m ℂ
t s : ℝ
i : n
j : m
hc : A * exp ((t - s) • A) = exp ((t - s) • A) * A
hL : ∀ (i j : n), HasDerivAt (fun r => exp ((t - r) • A) i j) ((-(exp ((t - s) • A) * A)) i j) s
hK : ∀ (i : n) (j : m), HasDerivAt (fun x => K i j) (0 i j) s
e :
  (-(exp ((t - s) • A) * A) * K + exp ((t - s) • A) * 0) * exp (s • C) + exp ((t - s) • A) * K * (C * exp (s • C)) =
    exp ((t - s) • A) * (K * C - A * K) * exp (s • C)
⊢ HasDerivAt (fun r => (exp ((t - r) • A) * K * exp (r • C)) i j)
    ((exp ((t - s) • A) * (K * C - A * K) * exp (s • C)) i j) s
Main.lean:54:80: warning: This simp argument is unused:
  add_zero

Hint: Omit it from the simp argument list.
  [apply] simp only [Matrix.mul_sub, Matrix.sub_mul, Matrix.neg_mul, Matrix.mul_zero, Matrix.mul_assoc]

Note: This linter can be disabled with `set_option linter.unusedSimpArgs false`
```

The change, after which it compiles:

```diff
@@ -49,5 +49,6 @@
   have hK : ∀ i j, HasDerivAt (fun _ : ℝ => K i j) ((0 : Matrix n m ℂ) i j) s :=
     fun i j => hasDerivAt_const s (K i j)
-  have e : (-(exp ((t - s) • A) * A) * K + exp ((t - s) • A) * 0) * exp (s • C)
+  have e : (-(exp ((t - s) • A) * A) * K
+        + exp ((t - s) • A) * (0 : Matrix n m ℂ)) * exp (s • C)
       + exp ((t - s) • A) * K * (C * exp (s • C))
       = exp ((t - s) • A) * (K * C - A * K) * exp (s • C) := by
```

The fault is in the statement of `e`, where the derivative of the constant K appears as a bare `0`. Multiplication of rectangular matrices does not fix the number of columns of that zero, and Lean took `exp ((t - s) • A) * 0` to be n×n. The term beside it is n×m, so Lean found no `HAdd` instance for the sum. The type of that sum was then unsettled too; Lean took it to be m×m, so the outer addition also failed.

The other messages follow from this. Without a proper matrix addition, `add_zero` could not remove the zero term, hence the warning that it was unused, and `abel` was left with a goal it could not close. The unknown identifier `e` and the remaining unsolved goals also come from the broken statement.

The diff's only change of substance is to write `(0 : Matrix n m ℂ)`; the line break is mere layout. Both terms of the inner sum are now n×m, its product with `exp (s • C)` is n×m as well, and both additions make sense. The existing proof of `e` then goes through unchanged.
